# Problem sheet: Bogoliubov–de Gennes eigenvectors give quasiparticle operators

In the mean-field description of a superconductor the electrons feel a pairing field that creates and destroys them two at a time, so the Hamiltonian \(K\) does not conserve particle number and a bare creation operator does not in general add a definite energy. One looks for mixtures \(\gamma^\dagger\) of creation and annihilation operators with \([K,\gamma^\dagger]=E\gamma^\dagger\). For finitely many modes and a fixed, not self-consistent, pairing matrix, this operator equation reduces to the Bogoliubov–de Gennes (BdG) matrix eigenvalue problem.

Operators are elements of a ring `A`, and `opComm x y` is \([x,y]=xy-yx\). The anticommutator \(\{x,y\}=xy+yx\) is written out in the code.

```lean
import Mathlib

open Matrix

namespace BdGQuasiparticle

noncomputable section

variable {A : Type*} [Ring A]

/-- The commutator `[x, y] = x y - y x` of two operators. -/
def opComm (x y : A) : A := x * y - y * x
```

## (a) Commutator of a product

*Task.* Show \([ab,x]=a\{b,x\}-\{a,x\}b\) in any ring.

*Solution.* The right side is \(abx+axb-axb-xab=abx-xab\). The tactic `noncomm_ring` does this expansion.

```lean
/-- The commutator of a product through anticommutators: `[a b, x] = a {b, x} - {a, x} b`. -/
theorem opComm_mul (a b x : A) :
    opComm (a * b) x = a * (b * x + x * b) - (a * x + x * a) * b := by
  unfold opComm
  noncomm_ring
```

## The model

From here on `A` is a complex algebra with an adjoint `star`, written \(\dagger\), which is additive, involutive and reverses products. No norm, inner product or Fock space is assumed. The modes \(c_i\) carry indices \(i\) in a finite type `n`, and `CAR c` states \(\{c_i,c_j\}=0\) and \(\{c_i,c_j^\dagger\}=\delta_{ij}\).

```lean
variable [StarRing A] [Algebra ℂ A] {n : Type*} [Fintype n] [DecidableEq n]

/-- Canonical anticommutation relations `{c_i, c_j} = 0` and `{c_i, c_j†} = δ_ij`. -/
structure CAR (c : n → A) : Prop where
  cc : ∀ i j, c i * c j + c j * c i = 0
  ccd : ∀ i j, c i * star (c j) + star (c j) * c i = if i = j then 1 else 0
```

For complex \(n\times n\) matrices \(h\) (one-body part) and \(D\) (pairing field), with a bar for complex conjugation, which is `star` on `ℂ`,
\[K=\sum_{ij}h_{ij}c_i^\dagger c_j+\tfrac12\sum_{ij}\left(D_{ij}c_i^\dagger c_j^\dagger+\bar D_{ij}c_jc_i\right),\qquad H=\begin{pmatrix}h&D\\-\bar D&-\bar h\end{pmatrix}.\]
For electrons the index \(i\) includes spin, so the antisymmetry of \(D\) assumed from (c) on allows singlet pairing with a symmetric orbital part. In a superconductor \(h\) usually contains the term \(-\mu\) times the identity, with \(\mu\) the chemical potential, and quasiparticle energies are then counted from \(\mu\). No constant is added to \(K\). In \(H\) the bar is entrywise, `D.map star`, without transposition.

```lean
/-- The quadratic Hamiltonian
`K = Σ h_ij c_i† c_j + (1/2) Σ (D_ij c_i† c_j† + conj D_ij c_j c_i)`. -/
def hamiltonian (c : n → A) (h D : Matrix n n ℂ) : A :=
  ∑ i, ∑ j, h i j • (star (c i) * c j) +
    (1 / 2 : ℂ) • ∑ i, ∑ j, (D i j • (star (c i) * star (c j)) + star (D i j) • (c j * c i))

/-- The Bogoliubov-de Gennes matrix `[[h, D], [-conj D, -conj h]]`. -/
def bdgMatrix (h D : Matrix n n ℂ) : Matrix (n ⊕ n) (n ⊕ n) ℂ :=
  fromBlocks h D (-(D.map star)) (-(h.map star))
```

A Nambu vector \(w=(u,v)\) is a function on `n ⊕ n` with \(u_i\) equal to `w (.inl i)` and \(v_i\) equal to `w (.inr i)`. It defines `quasi c w`, that is \(\gamma^\dagger(w)=\sum_i(u_ic_i^\dagger+v_ic_i)\). The vector need not be normalised and may vanish.

```lean
/-- The operator `γ†(w) = Σ (u_i c_i† + v_i c_i)` of a Nambu vector `w = (u, v)`. -/
def quasi (c : n → A) (w : n ⊕ n → ℂ) : A :=
  ∑ i, (w (.inl i) • star (c i) + w (.inr i) • c i)
```

One could instead have fixed the \(c_i\) as explicit matrices on a Fock space of dimension \(2^{|n|}\), with \(|n|\) the number of modes. The relations would then be proved and not assumed, and states would come with an inner product, but the theorems would be stated for that one representation, and carrying them to another would take a separate argument.

## (b) Anticommutators with the modes

*Task.* Show \(\{c_i,\gamma^\dagger(w)\}=u_i\) and \(\{c_i^\dagger,\gamma^\dagger(w)\}=v_i\), as multiples of the identity.

*Solution.* The adjoint of \(\{c_j,c_i\}=0\) is \(\{c_i^\dagger,c_j^\dagger\}=0\). By linearity,
\[\{c_i,\gamma^\dagger\}=\sum_j\left(u_j\delta_{ij}+v_j\cdot0\right)=u_i,\qquad\{c_i^\dagger,\gamma^\dagger\}=\sum_j\left(u_j\cdot0+v_j\delta_{ji}\right)=v_i.\]
In the code `lin` is the linearity, `dd` the adjoint relation, and `dc` the mixed relation with its two terms exchanged.

```lean
/-- For CAR modes, `{c_i, γ†(w)} = u_i` and `{c_i†, γ†(w)} = v_i`. -/
theorem anticomm_quasi {c : n → A} (hc : CAR c) (w : n ⊕ n → ℂ) (i : n) :
    c i * quasi c w + quasi c w * c i = w (.inl i) • (1 : A) ∧
    star (c i) * quasi c w + quasi c w * star (c i) = w (.inr i) • (1 : A) := by
  have lin : ∀ (a b : ℂ) (x y z : A), x * (a • y + b • z) + (a • y + b • z) * x =
      a • (x * y + y * x) + b • (x * z + z * x) := by
    intro a b x y z
    simp only [mul_add, add_mul, mul_smul_comm, smul_mul_assoc, smul_add]
    abel
  have dd : ∀ i j, star (c i) * star (c j) + star (c j) * star (c i) = 0 := fun i j => by
    simpa only [star_add, star_mul, star_zero] using congrArg star (hc.cc j i)
  have dc : ∀ i j, star (c i) * c j + c j * star (c i) = if j = i then 1 else 0 :=
    fun i j => by rw [add_comm]; exact hc.ccd j i
  constructor
  · rw [quasi, Finset.mul_sum, Finset.sum_mul, ← Finset.sum_add_distrib]
    simp only [lin, hc.cc, hc.ccd]
    simp [smul_ite]
  · rw [quasi, Finset.mul_sum, Finset.sum_mul, ← Finset.sum_add_distrib]
    simp only [lin, dd, dc]
    simp [smul_ite]
```

## (c) The commutator with \(K\) acts as \(H\)

*Task.* For \(h\) Hermitian and \(D^{\mathsf T}=-D\), show \([K,\gamma^\dagger(w)]=\gamma^\dagger(Hw)\) for every \(w\).

*Solution.* Parts (a) and (b) give
\[[c_i^\dagger c_j,\gamma^\dagger]=u_jc_i^\dagger-v_ic_j,\quad[c_i^\dagger c_j^\dagger,\gamma^\dagger]=v_jc_i^\dagger-v_ic_j^\dagger,\quad[c_jc_i,\gamma^\dagger]=u_ic_j-u_jc_i.\]
Multiply by \(h_{ij}\), \(\tfrac12D_{ij}\), \(\tfrac12\bar D_{ij}\) and sum. The terms whose operator carries index \(i\) form
\[P_{ij}=h_{ij}u_jc_i^\dagger+\tfrac12D_{ij}v_jc_i^\dagger-\tfrac12\bar D_{ij}u_jc_i.\]
The terms with index \(j\) are \(-h_{ij}v_ic_j-\tfrac12D_{ij}v_ic_j^\dagger+\tfrac12\bar D_{ij}u_ic_j\). With \(h_{ij}=\bar h_{ji}\) and \(D_{ij}=-D_{ji}\) they equal \(Q_{ji}\), where
\[Q_{ij}=-\bar h_{ij}v_jc_i+\tfrac12D_{ij}v_jc_i^\dagger-\tfrac12\bar D_{ij}u_jc_i.\]
Renaming the indices in \(\sum_{ij}Q_{ji}\) gives
\[[K,\gamma^\dagger]=\sum_{ij}(P_{ij}+Q_{ij})=\sum_i\left[(hu+Dv)_i\,c_i^\dagger-(\bar Du+\bar hv)_i\,c_i\right],\]
and the two amplitudes are the upper and lower blocks of \(Hw\).

In the code `lhs` is the sum of \(P_{ij}+Q_{ji}\), with the two symmetries entering at `rw [hh.apply i j, hD' i j, star_neg]`. The step `rhs` computes the blocks `r1`, `r2` and collects \(P_{ij}+Q_{ij}\), and `Finset.sum_comm` renames the indices.

```lean
/-- For CAR modes, Hermitian `h` and antisymmetric `D`, the commutator with `K` acts on Nambu
vectors as the Bogoliubov-de Gennes matrix `H`: `[K, γ†(w)] = γ†(H w)`. -/
theorem opComm_hamiltonian_quasi {c : n → A} (hc : CAR c) {h D : Matrix n n ℂ}
    (hh : h.IsHermitian) (hD : Dᵀ = -D) (w : n ⊕ n → ℂ) :
    opComm (hamiltonian c h D) (quasi c w) = quasi c (bdgMatrix h D *ᵥ w) := by
  have hD' : ∀ i j, D j i = -D i j := fun i j => by
    simpa using congrFun (congrFun hD i) j
  have ha := fun i => (anticomm_quasi hc w i).1
  have hb := fun i => (anticomm_quasi hc w i).2
  let P : n → n → A := fun i j => (h i j * w (.inl j)) • star (c i) +
    (1 / 2 * (D i j * w (.inr j))) • star (c i) - (1 / 2 * (star (D i j) * w (.inl j))) • c i
  let Q : n → n → A := fun i j => -((star (h i j) * w (.inr j)) • c i) +
    (1 / 2 * (D i j * w (.inr j))) • star (c i) - (1 / 2 * (star (D i j) * w (.inl j))) • c i
  -- the commutator is linear in its first slot
  obtain ⟨L, hL⟩ : ∃ L : A →ₗ[ℂ] A, ∀ y, opComm y (quasi c w) = L y :=
    ⟨LinearMap.mulRight ℂ (quasi c w) - LinearMap.mulLeft ℂ (quasi c w),
      fun y => by simp [opComm]⟩
  have lhs : opComm (hamiltonian c h D) (quasi c w) = ∑ i, ∑ j, (P i j + Q j i) := by
    simp only [hL, hamiltonian, map_add, map_sum, map_smul]
    simp only [← hL]
    simp only [opComm_mul, ha, hb, mul_smul_comm, smul_mul_assoc, mul_one, one_mul]
    simp only [Finset.smul_sum, ← Finset.sum_add_distrib]
    refine Finset.sum_congr rfl fun i _ => Finset.sum_congr rfl fun j _ => ?_
    simp only [P, Q]
    -- Hermiticity of h and antisymmetry of D enter here
    rw [hh.apply i j, hD' i j, star_neg]
    module
  have rhs : quasi c (bdgMatrix h D *ᵥ w) = ∑ i, ∑ j, (P i j + Q i j) := by
    refine Finset.sum_congr rfl fun i _ => ?_
    have r1 : (bdgMatrix h D *ᵥ w) (.inl i) =
        ∑ j, (h i j * w (.inl j) + D i j * w (.inr j)) := by
      simp [bdgMatrix, mulVec, dotProduct, Fintype.sum_sum_type, Finset.sum_add_distrib]
    have r2 : (bdgMatrix h D *ᵥ w) (.inr i) =
        ∑ j, (-(star (D i j) * w (.inl j)) + -(star (h i j) * w (.inr j))) := by
      simp [bdgMatrix, mulVec, dotProduct, Fintype.sum_sum_type, Finset.sum_add_distrib]
    rw [r1, r2, Finset.sum_smul, Finset.sum_smul, ← Finset.sum_add_distrib]
    refine Finset.sum_congr rfl fun j _ => ?_
    simp only [P, Q]
    module
  -- exchange the summation indices in the second half
  rw [lhs, rhs]
  simp only [Finset.sum_add_distrib]
  congr 1
  exact Finset.sum_comm
```

The treatment of linearity is reusable. The map \(y\mapsto[y,\gamma^\dagger]\) is packaged as a linear map `L`, obtained from an existential statement so that it stays opaque. Then `map_add`, `map_sum` and `map_smul` pull the sums and coefficients out, and `← hL` restores commutators term by term. The remaining identities between linear combinations of operators fall to `module`.

## (d) Homogeneity

*Task.* Show \(\gamma^\dagger(Ew)=E\gamma^\dagger(w)\) for complex \(E\).

*Solution.* Each term satisfies \((Eu_i)c_i^\dagger+(Ev_i)c_i=E(u_ic_i^\dagger+v_ic_i)\), and \(E\) leaves the sum. The anticommutation relations are not used.

```lean
omit [DecidableEq n] in
/-- Scaling the Nambu vector scales the operator: `γ†(E w) = E γ†(w)`. -/
theorem quasi_smul (c : n → A) (E : ℂ) (w : n ⊕ n → ℂ) : quasi c (E • w) = E • quasi c w := by
  simp only [quasi, Finset.smul_sum, smul_add, Pi.smul_apply, smul_eq_mul, mul_smul]
```

## (e) The quasiparticle creation operator

*Task.* Under the hypotheses of (c), show that \(Hw=Ew\) implies \([K,\gamma^\dagger(w)]=E\gamma^\dagger(w)\).

*Solution.* \([K,\gamma^\dagger(w)]=\gamma^\dagger(Hw)=\gamma^\dagger(Ew)=E\gamma^\dagger(w)\); the three rewrites in the proof are these three equalities.

```lean
/-- For CAR modes, Hermitian `h` and antisymmetric `D`:
if `w = (u, v)` solves the Bogoliubov-de Gennes equation `H w = E w`, then
`γ† = Σ (u_i c_i† + v_i c_i)` obeys `[K, γ†] = E γ†`. -/
theorem quasiparticle_creation {c : n → A} (hc : CAR c) {h D : Matrix n n ℂ}
    (hh : h.IsHermitian) (hD : Dᵀ = -D) {w : n ⊕ n → ℂ} {E : ℂ}
    (hw : bdgMatrix h D *ᵥ w = E • w) :
    opComm (hamiltonian c h D) (quasi c w) = E • quasi c w := by
  rw [opComm_hamiltonian_quasi hc hh hD, hw, quasi_smul]
```

The hypothesis `hw` supplies the eigenvector; its existence is not derived. The statement takes \(E\) complex, but \(h^\dagger=h\) and \(D^{\mathsf T}=-D\) make \(H\) Hermitian, so \(E\) is real whenever \(w\neq0\); this fact is not in the Lean file. The name creation operator fits \(E>0\); for \(E<0\) the operator \(\gamma^\dagger(w)\) lowers the energy, and by (h) its adjoint raises it by \(-E\), so the two exchange roles. The statement concerns one operator at a time, whereas the full Bogoliubov transformation needs an orthonormal basis of eigenvectors made of pairs \((u,v)\), \((\bar v,\bar u)\) to bring \(K\) to diagonal form.

Antisymmetry of \(D\) is needed. Take one mode with \(h=5\) and \(D=3\). Since \(c^2=0=(c^\dagger)^2\), the pairing term vanishes and \(K=5c^\dagger c\). The matrix \(H=\begin{pmatrix}5&3\\-3&-5\end{pmatrix}\) has the eigenvector \((3,-1)\) with \(E=4\), but \([K,3c^\dagger-c]=15c^\dagger+5c\), which differs from \(12c^\dagger-4c\) in a nonzero algebra. For one mode the hypothesis forces \(D=0\).

## (f) The converse

*Task.* Under the hypotheses of (c), and if \(1\neq0\) in `A`, show that \([K,\gamma^\dagger(w)]=E\gamma^\dagger(w)\) holds exactly when \(Hw=Ew\).

*Solution.* One direction is (e). For the other, (c) and (d) turn the operator equation into \(\gamma^\dagger(Hw)=\gamma^\dagger(Ew)\). Taking anticommutators with \(c_i\) and \(c_i^\dagger\) and using (b) gives \(a\cdot1=b\cdot1\) for each pair \(a,b\) of corresponding components of \(Hw\) and \(Ew\), and \(1\neq0\) gives \(a=b\). That last step is `inj`, and `Nontrivial A` is the assumption \(1\neq0\); in the zero algebra every operator equation would be true.

```lean
/-- In a nonzero operator algebra, for CAR modes, Hermitian `h` and antisymmetric `D`, `[K, γ†(w)] = E γ†(w)` holds exactly when `H w = E w`. -/
theorem quasiparticle_iff [Nontrivial A] {c : n → A} (hc : CAR c) {h D : Matrix n n ℂ}
    (hh : h.IsHermitian) (hD : Dᵀ = -D) (w : n ⊕ n → ℂ) (E : ℂ) :
    opComm (hamiltonian c h D) (quasi c w) = E • quasi c w ↔ bdgMatrix h D *ᵥ w = E • w := by
  refine ⟨fun hK => ?_, quasiparticle_creation hc hh hD⟩
  rw [opComm_hamiltonian_quasi hc hh hD, ← quasi_smul] at hK
  have inj : ∀ a b : ℂ, a • (1 : A) = b • (1 : A) → a = b := fun a b hab =>
    (algebraMap ℂ A).injective (by simpa only [Algebra.algebraMap_eq_smul_one] using hab)
  -- the anticommutators with c_i and c_i† recover the amplitudes
  funext k
  rcases k with i | i
  · apply inj
    rw [← (anticomm_quasi hc _ i).1, ← (anticomm_quasi hc (E • w) i).1, hK]
  · apply inj
    rw [← (anticomm_quasi hc _ i).2, ← (anticomm_quasi hc (E • w) i).2, hK]
```

## (g) \(K\) is self-adjoint

*Task.* For \(h\) Hermitian and any \(D\), show \(K^\dagger=K\).

*Solution.* The instance `StarModule ℂ A` adds \((\alpha x)^\dagger=\bar\alpha x^\dagger\) for complex \(\alpha\). Then \((h_{ij}c_i^\dagger c_j)^\dagger=\bar h_{ij}c_j^\dagger c_i=h_{ji}c_j^\dagger c_i\), and renaming the indices (`Finset.sum_comm`) restores the first sum. In the second, \((D_{ij}c_i^\dagger c_j^\dagger)^\dagger=\bar D_{ij}c_jc_i\) and conversely, so the two terms trade places (`add_comm`). Neither the anticommutation relations nor antisymmetry are used.

```lean
omit [DecidableEq n] in
/-- For Hermitian `h` the Hamiltonian is self-adjoint: `K† = K`. -/
theorem star_hamiltonian [StarModule ℂ A] (c : n → A) {h : Matrix n n ℂ} (hh : h.IsHermitian)
    (D : Matrix n n ℂ) : star (hamiltonian c h D) = hamiltonian c h D := by
  have half : star (1 / 2 : ℂ) = 1 / 2 := by simp
  simp only [hamiltonian, star_add, star_sum, star_smul, star_mul, star_star, hh.apply, half]
  congr 1
  · exact Finset.sum_comm
  · congr 1
    exact Finset.sum_congr rfl fun i _ => Finset.sum_congr rfl fun j _ => add_comm _ _
```

## (h) The annihilation operator

*Task.* Under the hypotheses of (e) and the conjugate-linearity of (g), show that \(\gamma\), the adjoint of \(\gamma^\dagger(w)\), obeys \([K,\gamma]=-\bar E\gamma\).

*Solution.* The adjoint of \(K\gamma^\dagger-\gamma^\dagger K=E\gamma^\dagger\) is \(\gamma K-K\gamma=\bar E\gamma\) by (g); this is `e` in the proof. Changing the sign gives the claim.

```lean
/-- For CAR modes, Hermitian `h`, antisymmetric `D` and a conjugate-linear adjoint:
if `H w = E w`, the adjoint `γ` of `γ†(w)` obeys `[K, γ] = -conj(E) γ`. -/
theorem quasiparticle_annihilation [StarModule ℂ A] {c : n → A} (hc : CAR c)
    {h D : Matrix n n ℂ} (hh : h.IsHermitian) (hD : Dᵀ = -D) {w : n ⊕ n → ℂ} {E : ℂ}
    (hw : bdgMatrix h D *ᵥ w = E • w) :
    opComm (hamiltonian c h D) (star (quasi c w)) = (-star E) • star (quasi c w) := by
  have e := congrArg star (quasiparticle_creation hc hh hD hw)
  simp only [opComm, star_sub, star_mul, star_smul, star_hamiltonian c hh D] at e
  rw [opComm, neg_smul, ← e, neg_sub]
```

The same argument yields neighbouring facts, derived here on paper and absent from the Lean file. Since \(\gamma=\sum_i(\bar v_ic_i^\dagger+\bar u_ic_i)=\gamma^\dagger(\bar v,\bar u)\), part (f) shows in a nonzero algebra that \((\bar v,\bar u)\) solves the BdG equation with eigenvalue \(-\bar E\), the particle–hole symmetry of \(H\). Part (b) gives \(\{\gamma,\gamma^\dagger\}=\sum_i(|u_i|^2+|v_i|^2)\), so unit vectors \(w\) give the canonical value \(1\).

## (i) Action on eigenstates

*Task.* Let the operators act on a complex vector space \(V\), let \(\psi\in V\) and \(\varepsilon\in\mathbb C\) with \(K\psi=\varepsilon\psi\). Under the hypotheses of (e), show \(K\gamma^\dagger\psi=(\varepsilon+E)\gamma^\dagger\psi\).

*Solution.* Part (e) reads \(K\gamma^\dagger=E\gamma^\dagger+\gamma^\dagger K\), which is `e`. Applied to \(\psi\), it gives \(E\gamma^\dagger\psi+\gamma^\dagger(\varepsilon\psi)=(\varepsilon+E)\gamma^\dagger\psi\). The class `IsScalarTower ℂ A V` states \((\alpha x)\psi=\alpha(x\psi)\), from which operators act complex-linearly; `smul_comm` uses this to move \(\varepsilon\). The vector \(\gamma^\dagger\psi\) may be zero, so \(\varepsilon+E\) is an eigenvalue of \(K\) by this argument only when it is not.

```lean
/-- For CAR modes, Hermitian `h` and antisymmetric `D`, on any complex vector space on which
the operators act compatibly with scalars, `H w = E w` and `K ψ = ε ψ` give
`K γ†(w) ψ = (ε + E) γ†(w) ψ`. -/
theorem quasiparticle_raises {V : Type*} [AddCommGroup V] [Module ℂ V] [Module A V]
    [IsScalarTower ℂ A V] {c : n → A} (hc : CAR c) {h D : Matrix n n ℂ}
    (hh : h.IsHermitian) (hD : Dᵀ = -D) {w : n ⊕ n → ℂ} {E ε : ℂ}
    (hw : bdgMatrix h D *ᵥ w = E • w) {ψ : V} (hψ : hamiltonian c h D • ψ = ε • ψ) :
    hamiltonian c h D • quasi c w • ψ = (ε + E) • quasi c w • ψ := by
  have e : hamiltonian c h D * quasi c w = E • quasi c w + quasi c w * hamiltonian c h D := by
    rw [← quasiparticle_creation hc hh hD hw, opComm, sub_add_cancel]
  rw [← mul_smul (hamiltonian c h D), e, add_smul (E • quasi c w), smul_assoc, mul_smul, hψ,
    smul_comm (quasi c w) ε ψ, add_smul, add_comm]
```

## (j) Two paired levels

*Task.* With indices \(0,1\), take \(c_0=1\otimes\sigma\) and \(c_1=\sigma\otimes\sigma_z\), where \(\sigma=\begin{pmatrix}0&1\\0&0\end{pmatrix}\) and \(\sigma_z=\mathrm{diag}(1,-1)\), together with \(h=3\cdot1\), \(D_{01}=-D_{10}=4\), \(D_{00}=D_{11}=0\). Show that the hypotheses `hc`, `hh`, `hD`, `hw` of (e) hold for \(u=(2,0)\), \(v=(0,1)\), \(E=5\).

```lean
/-- Two fermion annihilation operators as Jordan-Wigner matrices on four states. -/
def twoModes : Fin 2 → Matrix (Fin 4) (Fin 4) ℂ :=
  ![!![0, 1, 0, 0; 0, 0, 0, 0; 0, 0, 0, 1; 0, 0, 0, 0],
    !![0, 0, 1, 0; 0, 0, 0, -1; 0, 0, 0, 0; 0, 0, 0, 0]]

/-- One-body matrix of two degenerate levels of energy 3. -/
def pairH : Matrix (Fin 2) (Fin 2) ℂ := !![3, 0; 0, 3]

/-- Pairing matrix coupling the two levels with strength 4. -/
def pairD : Matrix (Fin 2) (Fin 2) ℂ := !![0, 4; -4, 0]
```

*Solution.* From \(\sigma^2=0\), \(\{\sigma,\sigma^\dagger\}=1\) and \(\sigma_z^2=1\) follow the relations with \(i=j\). Those with \(i\neq j\) follow because \(\sigma_z\) anticommutes with \(\sigma\) and \(\sigma^\dagger\); for example \(\{c_0,c_1\}=\sigma\otimes\{\sigma,\sigma_z\}=0\). The matrix \(h\) is real and diagonal, and \(D\) is antisymmetric by construction. Finally
\[hu+Dv=(6,0)+(4,0)=5u,\qquad-\bar Du-\bar hv=(0,8)-(0,3)=5v.\]
The operator is \(\gamma^\dagger=2c_0^\dagger+c_1\), a particle in level \(0\) mixed with a hole in level \(1\), and \(E=\sqrt{3^2+4^2}\). The normalised amplitudes are \(u=(2/\sqrt5,0)\) and \(v=(0,1/\sqrt5)\). Lean checks the \(4\times4\) products entry by entry, with `fin_cases` running through all indices.

```lean
/-- The matrices `twoModes` obey the CAR, `pairH` is Hermitian, `pairD` is antisymmetric, and
`u = (2, 0)`, `v = (0, 1)` solve the Bogoliubov-de Gennes equation with `E = 5`. -/
theorem quasiparticle_witness : CAR twoModes ∧ pairH.IsHermitian ∧ pairDᵀ = -pairD ∧
    bdgMatrix pairH pairD *ᵥ Sum.elim ![2, 0] ![0, 1] = (5 : ℂ) • Sum.elim ![2, 0] ![0, 1] := by
  refine ⟨⟨fun i j => ?_, fun i j => ?_⟩, ?_, ?_, ?_⟩
  · ext a b
    simp only [Matrix.add_apply, Matrix.mul_apply, Fin.sum_univ_four]
    fin_cases i <;> fin_cases j <;> fin_cases a <;> fin_cases b <;> simp [twoModes]
  · ext a b
    simp only [Matrix.add_apply, Matrix.mul_apply, Matrix.star_apply, Fin.sum_univ_four]
    fin_cases i <;> fin_cases j <;> fin_cases a <;> fin_cases b <;>
      simp [twoModes]
  · refine Matrix.IsHermitian.ext fun i j => ?_
    fin_cases i <;> fin_cases j <;> simp [pairH]
  · ext i j
    fin_cases i <;> fin_cases j <;> simp [pairD]
  · funext k
    rcases k with k | k <;> fin_cases k <;>
      simp [bdgMatrix, pairH, pairD, mulVec, dotProduct, Fintype.sum_sum_type,
        Fin.sum_univ_two, map_ofNat] <;> norm_num

end

end BdGQuasiparticle
```

```lean
#print axioms BdGQuasiparticle.quasiparticle_iff
#print axioms BdGQuasiparticle.quasiparticle_annihilation
#print axioms BdGQuasiparticle.quasiparticle_raises
```

```
'BdGQuasiparticle.quasiparticle_iff' depends on axioms: [propext, Classical.choice, Quot.sound]
'BdGQuasiparticle.quasiparticle_annihilation' depends on axioms: [propext, Classical.choice, Quot.sound]
'BdGQuasiparticle.quasiparticle_raises' depends on axioms: [propext, Classical.choice, Quot.sound]
```
